# In the single-configuration np² model with positive spin-orbit constant, the lowest J = 0 level lies below all J = 1 and J = 2 levels

The lowest level of a $J$ block can be encoded as a closed formula, as the first entry of a sorted list, or as the smallest number that belongs to an eigenvector. The Lean file below takes the third option. The levels of a real $2\times2$ matrix $H$ are the numbers $E$ for which $Hv=Ev$ has a solution $v\neq0$, and the lowest level is the least element of that set. The ordering is therefore a statement about eigenvalues, and the closed formula becomes a lemma.

## The order of the np² levels

Let $F$ be the Slater parameter often written $F_2=F^2/25$, where the superscript on the right labels the Slater integral, and let $z$ be the spin-orbit constant of the $np$ shell. Energies are counted from the part common to all levels of the configuration. In the LS basis the $J=0$ block, over $^3P_0$ and $^1S_0$, and the $J=2$ block, over $^3P_2$ and $^1D_2$, are

$$
H_0=\begin{pmatrix}-5F-z&\sqrt2\,z\\ \sqrt2\,z&10F\end{pmatrix},\qquad
H_2=\begin{pmatrix}-5F+z/2&z/\sqrt2\\ z/\sqrt2&F\end{pmatrix}.
$$

The only $J=1$ level, $^3P_1$, has energy $E_1=-5F-z/2$. Write $E_0$ and $E_2$ for the lowest eigenvalues of $H_0$ and $H_2$. For every real $F$ and every $z>0$,

$$E_0<E_1\quad\text{and}\quad E_0<E_2 .$$

For $F\ge0$, the physical sign for Coulomb repulsion, the full order is $E_0<E_1\le E_2$.

## Choosing the J = 0 block in an atomic code

A program that diagonalises one $J$ block at a time can save work if it is known in advance which block holds the ground level. If it treats only $J=0$ for an $np^2$ atom, it relies on this ordering. In the single-configuration model with one $F$ and one $z$, the choice is safe for every $z>0$, whatever the value of $F$, so the ground level can be followed from near LS coupling to jj coupling without a change of $J$.

The ordering also gives a check on assembled matrices. If a code built on this model returns a $J=2$ ground level for a positive $z$ well above the rounding error of the energies, something is wrong, for example a matrix element, the sign of $z$ or a block label. The check does not test the sign of the off-diagonal element: that sign depends on the phases of the basis states, and the levels depend only on the square of the element.

## Trial energies that separate the blocks

Take a symmetric matrix with diagonal entries $a,d$ and coupling $b$. For a vector with components $v_0,v_1$, the eigenvalue equations are

$$(a-E)v_0+bv_1=0,\qquad bv_0+(d-E)v_1=0 .$$

Multiply the first by $d-E$ and subtract $b$ times the second. This gives $Dv_0=0$ with $D=(a-E)(d-E)-b^2$. In the same way, $a-E$ times the second minus $b$ times the first gives $Dv_1=0$. A nonzero vector therefore requires $D=0$, that is,

$$(a-E)(d-E)=b^2 .$$

Conversely, if this equation holds, $(b,E-a)$ is an eigenvector unless both components vanish. In that case $b=0$ and $E=a$, and $(1,0)$ is an eigenvector.

With $m=(a+d)/2$ and $\delta=(a-d)/2$, the product is $(a-E)(d-E)=(m-E)^2-\delta^2$. The secular equation becomes $(m-E)^2=\delta^2+b^2$, and its lower root is

$$E_-=m-\sqrt{\delta^2+b^2}.$$

Two tests now compare the levels with a trial energy $c$.

First, suppose $(a-c)(d-c)<b^2$. Then $(m-c)^2<\delta^2+b^2$, so $m-c<\sqrt{\delta^2+b^2}$, and hence $E_-<c$.

Second, suppose $(a-c)(d-c)\ge b^2$ and $t=(a-c)+(d-c)\ge0$. If some level $E$ were below $c$, put $p=c-E>0$. Then

$$(a-E)(d-E)=(a-c)(d-c)+pt+p^2\ge b^2+p^2>b^2,$$

which contradicts the secular equation. Every level is therefore at least $c$.

Apply the first test to $H_0$ with $c=-5F-z$. The first diagonal difference is zero, so the product is $0<2z^2$. Hence, for every real $F$,

$$E_0<-5F-z<-5F-z/2=E_1 .$$

For $F\ge0$, apply the second test to $H_2$ with $c=E_1$. The diagonal differences are $z$ and $6F+z/2$. Their sum is positive and their product is $6Fz+z^2/2\ge z^2/2$, which is the squared coupling. Hence $E_1\le E_2$.

For $F\le0$, use $c=F-z/2$ for both blocks. In $H_0$ the diagonal differences are $-6F-z/2$ and $9F+z/2$, and the squared coupling minus their product is

$$54F^2+\tfrac{15}{2}Fz+\tfrac94z^2
=\tfrac5{16}(12F+z)^2+9F^2+\tfrac{31}{16}z^2>0 .$$

So $E_0<F-z/2$. In $H_2$ the differences are $-6F+z$ and $z/2$. Their sum is positive and their product is $-3Fz+z^2/2\ge z^2/2$, so $F-z/2\le E_2$. The two results give $E_0<E_2$.

### The case F = z = 1

The diagonal entries of $H_0$ are $-6$ and $10$, and the squared coupling is $2$. Thus

$$E_0=2-\sqrt{8^2+2}=2-\sqrt{66}\approx-6.124 .$$

The $J=1$ energy is $-5.5$. The diagonal entries of $H_2$ are $-4.5$ and $1$, and the squared coupling is $1/2$, so

$$E_2=-1.75-\sqrt{2.75^2+0.5}\approx-4.589 .$$

The trial energy $c=-5.5$ shows the order without a square root. For $H_0$ the determinant of $H_0-c$ is $(-0.5)(15.5)-2=-9.75$, so one level lies below $c$. For $H_2$ the determinant is $(1)(6.5)-0.5=6$ and the trace is $7.5$, so no level does.

### The same test in an eigenvalue solver

Counting the negative eigenvalues of $H-c$ tells a bisection solver how many levels lie below $c$. For a $2\times2$ block, a negative determinant means exactly one, and a nonnegative determinant with nonnegative trace means none. The determinant is convenient at $c=-5F-z$, where the first pivot of $H_0-c$ is zero and, for $z\neq0$, an unpivoted factorisation $LDL^{\mathsf T}$ with diagonal $D$ does not exist.

For $F\ge0$ the derivation also leaves a margin: both $E_1$ and $E_2$ exceed $E_0$ by more than $z/2$. When $z$ is close to the rounding error of energies of size $5F$, a floating-point comparison can still lose the order.

## The ordering in Lean

```lean
import Mathlib

open Matrix

namespace PSquaredIntermediateCoupling

noncomputable section

/-- The energy levels of a real two-state Hamiltonian: the numbers `E` for which
`H v = E v` has a nonzero solution `v`. -/
def levels (H : Matrix (Fin 2) (Fin 2) ℝ) : Set ℝ :=
  {E | ∃ v : Fin 2 → ℝ, v ≠ 0 ∧ H *ᵥ v = E • v}

/-- The `J = 0` block of the p² configuration in the LS basis (³P₀, ¹S₀), with Slater
parameter `F` and spin-orbit constant `z`. -/
def hamJ0 (F z : ℝ) : Matrix (Fin 2) (Fin 2) ℝ :=
  !![-5 * F - z, √2 * z; √2 * z, 10 * F]

/-- The energy of the only `J = 1` level of p², ³P₁. -/
def energyJ1 (F z : ℝ) : ℝ := -5 * F - z / 2

/-- The `J = 2` block of the p² configuration in the LS basis (³P₂, ¹D₂). -/
def hamJ2 (F z : ℝ) : Matrix (Fin 2) (Fin 2) ℝ :=
  !![-5 * F + z / 2, z / √2; z / √2, F]

/-- The squares of the spin-orbit couplings in the `J = 0` and `J = 2` blocks are
`2 z²` and `z² / 2`. -/
theorem coupling_sq (z : ℝ) : (√2 * z) ^ 2 = 2 * z ^ 2 ∧ (z / √2) ^ 2 = z ^ 2 / 2 := by
  have h : (√2 : ℝ) ^ 2 = 2 := Real.sq_sqrt (by norm_num)
  exact ⟨by rw [mul_pow, h], by rw [div_pow, h]⟩

/-- Secular equation: `E` is a level of the symmetric two-state Hamiltonian with diagonal
energies `a`, `d` and coupling `b` exactly when `(a - E)(d - E) = b²`. -/
theorem mem_levels_iff (a b d E : ℝ) :
    E ∈ levels !![a, b; b, d] ↔ (a - E) * (d - E) = b ^ 2 := by
  constructor
  · rintro ⟨v, hv, h⟩
    have h0 := congrFun h 0
    have h1 := congrFun h 1
    simp [Matrix.mulVec, dotProduct, Fin.sum_univ_two] at h0 h1
    by_contra hne
    have hD : (a - E) * (d - E) - b ^ 2 ≠ 0 := sub_ne_zero.mpr hne
    -- a nonzero secular determinant forces both amplitudes to vanish
    have hx : ((a - E) * (d - E) - b ^ 2) * v 0 = 0 := by
      linear_combination (d - E) * h0 - b * h1
    have hy : ((a - E) * (d - E) - b ^ 2) * v 1 = 0 := by
      linear_combination (a - E) * h1 - b * h0
    apply hv
    ext i
    fin_cases i
    · exact (mul_eq_zero.mp hx).resolve_left hD
    · exact (mul_eq_zero.mp hy).resolve_left hD
  · intro h
    by_cases hb : b = 0 ∧ E = a
    · obtain ⟨rfl, rfl⟩ := hb
      refine ⟨![1, 0], fun h0 => ?_, ?_⟩
      · simpa using congrFun h0 0
      · ext i
        fin_cases i <;> simp [Matrix.mulVec, dotProduct, Fin.sum_univ_two]
    · -- otherwise (b, E - a) is an eigenvector
      refine ⟨![b, E - a], fun h0 => hb ?_, ?_⟩
      · have h1 : b = 0 := by simpa using congrFun h0 0
        have h2 : E - a = 0 := by simpa using congrFun h0 1
        exact ⟨h1, by linarith⟩
      · have e0 : a * b + b * (E - a) = E * b := by ring
        have e1 : b * b + d * (E - a) = E * (E - a) := by linear_combination -h
        ext i
        fin_cases i
        · simpa [Matrix.mulVec, dotProduct, Fin.sum_univ_two] using e0
        · simpa [Matrix.mulVec, dotProduct, Fin.sum_univ_two] using e1

/-- The lowest level of a symmetric two-state Hamiltonian is the mean diagonal energy minus
the root of (half the diagonal splitting)² plus (coupling)². -/
theorem isLeast_levels (a b d : ℝ) :
    IsLeast (levels !![a, b; b, d]) ((a + d) / 2 - √(((a - d) / 2) ^ 2 + b ^ 2)) := by
  constructor
  · rw [mem_levels_iff]
    have hs : √(((a - d) / 2) ^ 2 + b ^ 2) ^ 2 = ((a - d) / 2) ^ 2 + b ^ 2 :=
      Real.sq_sqrt (by positivity)
    linear_combination hs
  · intro E hE
    rw [mem_levels_iff] at hE
    have h : ((a + d) / 2 - E) ^ 2 ≤ ((a - d) / 2) ^ 2 + b ^ 2 := by nlinarith
    have := (le_abs_self _).trans (Real.abs_le_sqrt h)
    linarith

/-- If the determinant of `H - c` is negative, the lowest level of the symmetric two-state
Hamiltonian `H` lies strictly below `c`. -/
theorem lowest_lt {a b d E c : ℝ} (hE : IsLeast (levels !![a, b; b, d]) E)
    (h : (a - c) * (d - c) < b ^ 2) : E < c := by
  rw [hE.unique (isLeast_levels a b d)]
  have h' : ((a + d) / 2 - c) ^ 2 < ((a - d) / 2) ^ 2 + b ^ 2 := by nlinarith
  have := Real.lt_sqrt_of_sq_lt h'
  linarith

/-- If the trace and the determinant of `H - c` are nonnegative, every level of the symmetric
two-state Hamiltonian `H` is at least `c`. -/
theorem le_level {a b d E c : ℝ} (hE : E ∈ levels !![a, b; b, d])
    (ht : 0 ≤ (a - c) + (d - c)) (h : b ^ 2 ≤ (a - c) * (d - c)) : c ≤ E := by
  rw [mem_levels_iff] at hE
  by_contra hlt
  have hp : 0 < c - E := by linarith [not_le.mp hlt]
  nlinarith [mul_nonneg hp.le ht, pow_pos hp 2]

/-- For `F ≥ 0` and `z > 0` the levels of p² are ordered as the lowest `J = 0` level, strictly
below the `J = 1` level, which is not above the lowest `J = 2` level. -/
theorem level_order {F z E0 E2 : ℝ} (hF : 0 ≤ F) (hz : 0 < z)
    (h0 : IsLeast (levels (hamJ0 F z)) E0) (h2 : IsLeast (levels (hamJ2 F z)) E2) :
    E0 < energyJ1 F z ∧ energyJ1 F z ≤ E2 := by
  unfold hamJ0 at h0
  unfold hamJ2 at h2
  unfold energyJ1
  constructor
  · have h : E0 < -5 * F - z := lowest_lt h0 (by
      rw [(coupling_sq z).1]
      nlinarith [pow_pos hz 2])
    linarith
  · exact le_level h2.1 (by linarith) (by
      rw [(coupling_sq z).2]
      nlinarith [mul_nonneg hF hz.le])

/-- For every real `F` and every `z > 0`, the lowest `J = 0` level of p² lies strictly below
the `J = 1` level and strictly below the lowest `J = 2` level. -/
theorem ground_level_J0 {F z E0 E2 : ℝ} (hz : 0 < z)
    (h0 : IsLeast (levels (hamJ0 F z)) E0) (h2 : IsLeast (levels (hamJ2 F z)) E2) :
    E0 < energyJ1 F z ∧ E0 < E2 := by
  rcases le_total 0 F with hF | hF
  · have h := level_order hF hz h0 h2
    exact ⟨h.1, h.1.trans_le h.2⟩
  · unfold hamJ0 at h0
    unfold hamJ2 at h2
    unfold energyJ1
    have h1 : E0 < -5 * F - z := lowest_lt h0 (by
      rw [(coupling_sq z).1]
      nlinarith [pow_pos hz 2])
    -- for F ≤ 0 the energy F - z/2 separates the two blocks
    have h3 : E0 < F - z / 2 := lowest_lt h0 (by
      rw [(coupling_sq z).1]
      nlinarith [pow_pos hz 2, sq_nonneg (12 * F + z), sq_nonneg F])
    have h4 : F - z / 2 ≤ E2 := le_level h2.1 (by linarith) (by
      rw [(coupling_sq z).2]
      nlinarith [mul_nonneg (neg_nonneg.mpr hF) hz.le])
    exact ⟨by linarith, by linarith⟩

/-- The jj limit `F = 0`: the `J = 0` levels are `-2z` and `z`, and the `J = 2` levels are
`-z/2` and `z`. -/
theorem jj_limit (z : ℝ) :
    levels (hamJ0 0 z) = {-2 * z, z} ∧ levels (hamJ2 0 z) = {-z / 2, z} := by
  constructor
  · ext E
    unfold hamJ0
    rw [mem_levels_iff, (coupling_sq z).1]
    simp only [Set.mem_insert_iff, Set.mem_singleton_iff]
    constructor
    · intro h
      have hf : (E + 2 * z) * (E - z) = 0 := by linear_combination h
      rcases mul_eq_zero.mp hf with h | h
      · left; linarith
      · right; linarith
    · rintro (rfl | rfl) <;> ring
  · ext E
    unfold hamJ2
    rw [mem_levels_iff, (coupling_sq z).2]
    simp only [Set.mem_insert_iff, Set.mem_singleton_iff]
    constructor
    · intro h
      have hf : (E + z / 2) * (E - z) = 0 := by linear_combination h
      rcases mul_eq_zero.mp hf with h | h
      · left; linarith
      · right; linarith
    · rintro (rfl | rfl) <;> ring

/-- The LS limit `z = 0` with `F ≥ 0`: the lowest `J = 0` and the lowest `J = 2` level
coincide at `-5F`. -/
theorem ls_limit {F : ℝ} (hF : 0 ≤ F) :
    IsLeast (levels (hamJ0 F 0)) (-5 * F) ∧ IsLeast (levels (hamJ2 F 0)) (-5 * F) := by
  unfold hamJ0 hamJ2
  refine ⟨⟨?_, fun E hE => ?_⟩, ⟨?_, fun E hE => ?_⟩⟩
  · rw [mem_levels_iff, (coupling_sq 0).1]
    ring
  · exact le_level hE (by linarith) (by rw [(coupling_sq 0).1]; nlinarith)
  · rw [mem_levels_iff, (coupling_sq 0).2]
    ring
  · exact le_level hE (by linarith) (by rw [(coupling_sq 0).2]; nlinarith)

end

end PSquaredIntermediateCoupling
```

```lean
#print axioms PSquaredIntermediateCoupling.ground_level_J0
#print axioms PSquaredIntermediateCoupling.jj_limit
#print axioms PSquaredIntermediateCoupling.ls_limit
```

```
'PSquaredIntermediateCoupling.ground_level_J0' depends on axioms: [propext, Classical.choice, Quot.sound]
'PSquaredIntermediateCoupling.jj_limit' depends on axioms: [propext, Classical.choice, Quot.sound]
'PSquaredIntermediateCoupling.ls_limit' depends on axioms: [propext, Classical.choice, Quot.sound]
```

## What the theorems state, and the limits of the model

The set `levels H` contains the eigenvalues of `H`, and the condition `v ≠ 0` excludes the trivial solution. The definitions `hamJ0` and `hamJ2` are the two blocks above, and `energyJ1` is the single $^3P_1$ energy. `F` and `z` are independent real numbers.

The main theorem, `ground_level_J0`, takes any `E0` and `E2` that are the least levels of the two blocks. Given `0 < z`, it concludes that `E0` is below both `energyJ1 F z` and `E2`. Since `E2` is least in its block, `E0` is below both $J=2$ levels. Such `E0` and `E2` always exist, because `isLeast_levels` supplies them by formula. The theorem `level_order` adds `0 ≤ F` and gives the full order.

Two further theorems describe the ends of the coupling range. At $F=0$, `jj_limit` gives the $J=0$ levels $\{-2z,z\}$ and the $J=2$ levels $\{-z/2,z\}$. These are the sums of one-electron energies $-z$ for $p_{1/2}$ and $z/2$ for $p_{3/2}$. At $z=0$ with $F\ge0$, `ls_limit` places both lowest levels at $-5F$, so the strict inequality fails there and $z>0$ is a real condition. Physically, $z$ is positive for an electron in an attractive central field.

The proof follows the derivation closely:

- `mem_levels_iff` is the secular equation. Its `linear_combination` steps use the multipliers $d-E$, $a-E$ and $b$ from the elimination, and the converse supplies the eigenvector `![b, E - a]`, with `![1, 0]` for the exceptional case.
- `isLeast_levels` checks that $E_-$ satisfies the secular equation, then bounds every other solution through the completed square.
- `lowest_lt` and `le_level` are the two trial-energy tests. The first replaces the given least level by the formula, using uniqueness of a least element. The second assumes a level below $c$ and passes the terms $pt$ and $p^2$ to `nlinarith`.
- `level_order` inserts the trial energies for $F\ge0$, with the squared couplings taken from `coupling_sq`.
- `ground_level_J0` splits on the sign of $F$. For $F\le0$, the hint `sq_nonneg (12 * F + z)` is the square in the decomposition above.

The matrices themselves are input. The file does not derive the coefficients $-5$, $1$ and $10$ from Slater integrals, nor the spin-orbit elements from angular-momentum algebra, so a code that reads these numbers from a table still depends on that table.

The model keeps one configuration and gives $p_{1/2}$ and $p_{3/2}$ the same radial function. In a four-component calculation the two radial functions differ, and one $F$ no longer describes all the repulsion integrals. Configuration interaction, where it is included, shifts the levels further. The theorems do not bound these changes, so they do not settle the ordering in such calculations.
